# Equal coupling to one photon mode puts exactly one polariton level in each gap between excitons

Let \(e_0<e_1<\dots<e_N\) be exciton energies, \(\omega_c\) the photon energy and \(g\neq0\) the real coupling of every exciton to the photon mode, all in the same energy unit. A state has a real photon amplitude \(v_p\) and real exciton amplitudes \(v_j\). The Hamiltonian is an arrowhead matrix: \(\omega_c\) and the \(e_j\) on the diagonal, \(g\) between the photon and each exciton, and zero elsewhere. A polariton is a nonzero eigenvector, and its photon weight is \(W=v_p^2/(v_p^2+\sum_j v_j^2)\).

## Secular equation and weight bound

For each \(k=0,\dots,N-1\), the gap \((e_k,e_{k+1})\), of width \(d=e_{k+1}-e_k\), contains exactly one eigenvalue \(x\). It satisfies

\[
x-\omega_c=\Sigma(x),\qquad \Sigma(x)=\sum_j\frac{g^2}{x-e_j},
\]

and every eigenvector at \(x\) has

\[
W=\frac{1}{1+\sum_j g^2/(x-e_j)^2}\le\frac{d^2}{d^2+8g^2}.
\]

In this lossless one-excitation model, levels in gaps much narrower than \(|g|\) are therefore almost purely excitonic.

## Bracketing roots in an arrowhead eigensolver

A solver that works from the secular equation can use each gap as a bracket. The function \(f(x)=x-\omega_c-\Sigma(x)\) runs from \(-\infty\) to \(+\infty\) across the gap, so bisection moves right when \(f<0\) and left when \(f>0\). The weight then follows from one sum, without storing an eigenvector. When the root lies close to an exciton energy, solving for the offset from that energy avoids cancellation in \(x-e_j\). A computed weight above the bound by more than rounding error signals a fault. A weight below it does not show that the root has converged, because the weight formula obeys the bound at every \(x\) in the gap; the residual \(f(x)\) and the width of the bracket have to be checked for that.

## From the matrix rows to the bound

The rows of the eigenvalue equation are

\[
(x-e_j)v_j=g v_p,\qquad (x-\omega_c)v_p=g\sum_j v_j .
\]

Inside a gap \(x\neq e_j\), so \(v_j=g v_p/(x-e_j)\). If \(v_p\) vanished, so would the whole vector; hence \(v_p\neq0\). Substituting into the photon row and dividing by \(v_p\) gives the secular equation. Conversely, a root gives the eigenvector \(v_p=1\), \(v_j=g/(x-e_j)\). Inserting the amplitudes into \(W\) and cancelling \(v_p^2\) gives the weight formula.

**Existence.** Write \(a=e_k\), \(b=e_{k+1}\), and let \(R(x)\) be the part of \(\Sigma\) from the other excitons. Multiplying the secular equation by \((x-a)(b-x)\) turns it into \(F(x)=0\), with

\[
F(x)=(x-a)(b-x)\bigl(x-\omega_c-R(x)\bigr)-g^2(b-x)+g^2(x-a).
\]

\(F\) is continuous on \([a,b]\), with \(F(a)=-g^2d<0\) and \(F(b)=g^2d>0\), so it has a root inside.

**Uniqueness.** For \(x\le y\) in the gap,

\[
\Sigma(x)-\Sigma(y)=\sum_j\frac{g^2(y-x)}{(x-e_j)(y-e_j)}\ge0,
\]

because \(x\) and \(y\) lie on the same side of each \(e_j\). Two roots \(x<y\) would give \(0<y-x=\Sigma(y)-\Sigma(x)\le0\), a contradiction.

**Bound.** Put \(p=x-a\) and \(q=b-x\), so \(p+q=d\). Then

\[
d^2(p^2+q^2)-8p^2q^2=(p-q)^2(d^2+2pq)\ge0,
\]

so \(1/p^2+1/q^2\ge8/d^2\). The two neighbouring excitons alone make the sum in \(W\) at least \(8g^2/d^2\).

**Equality.** For two excitons at \(\omega_c\pm d/2\), the photon self-energy \(\Sigma\) vanishes at \(x=\omega_c\) and the sum equals \(8g^2/d^2\).

## The Lean file

```lean
import Mathlib

open Matrix Finset

namespace ExcitonPolaritonGaps

noncomputable section

variable {N : ℕ}

/-- Hamiltonian of one photon mode (index `none`, energy `wc`) coupled with strength `g`
to excitons of energies `e j` (index `some j`). -/
def hamiltonian (wc g : ℝ) (e : Fin N → ℝ) : Matrix (Option (Fin N)) (Option (Fin N)) ℝ :=
  Matrix.of fun a b => match a, b with
    | none, none => wc
    | none, some _ => g
    | some _, none => g
    | some i, some j => if i = j then e i else 0

/-- The nonzero state `v` is a polariton of energy `x`. -/
def IsPolariton (wc g : ℝ) (e : Fin N → ℝ) (x : ℝ) (v : Option (Fin N) → ℝ) : Prop :=
  v ≠ 0 ∧ hamiltonian wc g e *ᵥ v = x • v

/-- Fraction of the norm squared of a state carried by the photon. -/
def photonWeight (v : Option (Fin N) → ℝ) : ℝ := v none ^ 2 / ∑ a, v a ^ 2

/-- Photon self-energy at energy `x` due to the excitons. -/
def selfEnergy (g : ℝ) (e : Fin N → ℝ) (x : ℝ) : ℝ := ∑ j, g ^ 2 / (x - e j)

variable {wc g x : ℝ} {e : Fin N → ℝ} {v w : Option (Fin N) → ℝ}

/-- Photon component of the Hamiltonian acting on a state. -/
theorem photon_row (wc g : ℝ) (e : Fin N → ℝ) (v : Option (Fin N) → ℝ) :
    (hamiltonian wc g e *ᵥ v) none = wc * v none + g * ∑ j, v (some j) := by
  simp [hamiltonian, Matrix.mulVec, dotProduct, Fintype.sum_option, Finset.mul_sum]

/-- Exciton component of the Hamiltonian acting on a state. -/
theorem exciton_row (wc g : ℝ) (e : Fin N → ℝ) (v : Option (Fin N) → ℝ) (j : Fin N) :
    (hamiltonian wc g e *ᵥ v) (some j) = g * v none + e j * v (some j) := by
  simp [hamiltonian, Matrix.mulVec, dotProduct, Fintype.sum_option]

/-- Away from the energy of exciton `j`, its amplitude in a polariton is the photon amplitude
times the coupling over the detuning. -/
theorem exciton_amplitude (h : IsPolariton wc g e x v) {j : Fin N} (hx : x ≠ e j) :
    v (some j) = g * v none / (x - e j) := by
  have hr := congrFun h.2 (some j)
  rw [exciton_row, Pi.smul_apply, smul_eq_mul] at hr
  rw [eq_div_iff (sub_ne_zero.mpr hx)]
  linear_combination -hr

private theorem photon_ne_zero (h : IsPolariton wc g e x v) (hx : ∀ j, x ≠ e j) :
    v none ≠ 0 := by
  intro h0
  apply h.1
  funext a
  cases a with
  | none => exact h0
  | some j => rw [exciton_amplitude h (hx j), h0]; simp

/-- Two polaritons with the same energy, away from all exciton energies, are proportional. -/
theorem polariton_nondegenerate (hv : IsPolariton wc g e x v) (hw : IsPolariton wc g e x w)
    (hx : ∀ j, x ≠ e j) : w = (w none / v none) • v := by
  have hc := div_mul_cancel₀ (w none) (photon_ne_zero hv hx)
  funext a
  cases a with
  | none => rw [Pi.smul_apply, smul_eq_mul, hc]
  | some j =>
    rw [Pi.smul_apply, smul_eq_mul, exciton_amplitude hv (hx j), exciton_amplitude hw (hx j)]
    linear_combination (-g / (x - e j)) * hc

/-- Away from the exciton energies, `x` is a polariton energy exactly when its detuning from
the photon equals the self-energy. -/
theorem secular_iff (hx : ∀ j, x ≠ e j) :
    (∃ v, IsPolariton wc g e x v) ↔ x - wc = selfEnergy g e x := by
  constructor
  · rintro ⟨v, h⟩
    have hr := congrFun h.2 none
    rw [photon_row, Pi.smul_apply, smul_eq_mul] at hr
    -- eliminate the excitons from the photon row
    have hs : g * ∑ j, v (some j) = selfEnergy g e x * v none := by
      rw [selfEnergy, Finset.mul_sum, Finset.sum_mul]
      refine Finset.sum_congr rfl fun j _ => ?_
      rw [exciton_amplitude h (hx j)]
      ring
    apply mul_right_cancel₀ (photon_ne_zero h hx)
    linear_combination hs - hr
  · intro h
    refine ⟨fun a => a.elim 1 fun j => g / (x - e j), fun h0 => ?_, ?_⟩
    · simpa using congrFun h0 none
    · funext a
      cases a with
      | none =>
        rw [photon_row, Pi.smul_apply, smul_eq_mul]
        simp only [Option.elim_none, Option.elim_some]
        have hs : g * ∑ j, g / (x - e j) = selfEnergy g e x := by
          rw [selfEnergy, Finset.mul_sum]
          exact Finset.sum_congr rfl fun j _ => by ring
        linear_combination hs - h
      | some j =>
        rw [exciton_row, Pi.smul_apply, smul_eq_mul]
        simp only [Option.elim_none, Option.elim_some]
        linear_combination -(div_mul_cancel₀ g (sub_ne_zero.mpr (hx j)))

/-- Photon weight of a polariton whose energy differs from all exciton energies. -/
theorem photonWeight_eq (h : IsPolariton wc g e x v) (hx : ∀ j, x ≠ e j) :
    photonWeight v = 1 / (1 + ∑ j, g ^ 2 / (x - e j) ^ 2) := by
  have hs : ∑ a, v a ^ 2 = v none ^ 2 * (1 + ∑ j, g ^ 2 / (x - e j) ^ 2) := by
    rw [Fintype.sum_option, mul_add, mul_one, Finset.mul_sum]
    congr 1
    refine Finset.sum_congr rfl fun j _ => ?_
    rw [exciton_amplitude h (hx j), div_pow]
    ring
  rw [photonWeight, hs, ← div_div, div_self (pow_ne_zero 2 (photon_ne_zero h hx))]

private theorem gap_side {e : Fin (N + 1) → ℝ} (he : StrictMono e) (k : Fin N)
    (j : Fin (N + 1)) : e j ≤ e k.castSucc ∨ e k.succ ≤ e j := by
  rcases le_or_gt j k.castSucc with h | h
  · exact Or.inl (he.monotone h)
  · exact Or.inr (he.monotone (Fin.castSucc_lt_iff_succ_le.mp h))

private theorem sum_split (f : Fin (N + 1) → ℝ) (k : Fin N) :
    ∑ j, f j = f k.castSucc +
      (f k.succ + ∑ j ∈ (univ.erase k.castSucc).erase k.succ, f j) := by
  have hk : k.succ ≠ k.castSucc := by simp [Fin.ext_iff]
  rw [Finset.add_sum_erase _ f (Finset.mem_erase.mpr ⟨hk, Finset.mem_univ _⟩),
    Finset.add_sum_erase _ f (Finset.mem_univ _)]

private theorem crossing {a b : ℝ} {R : ℝ → ℝ} (wc : ℝ) (hab : a < b) (hg : g ≠ 0)
    (hR : ContinuousOn R (Set.Icc a b)) :
    ∃ x ∈ Set.Ioo a b, x - wc = g ^ 2 / (x - a) + (g ^ 2 / (x - b) + R x) := by
  -- clearing the two poles leaves a continuous function that changes sign
  have hF : ContinuousOn (fun x => (x - a) * (b - x) * (x - wc - R x)
      - g ^ 2 * (b - x) + g ^ 2 * (x - a)) (Set.Icc a b) := by fun_prop
  have hd : 0 < g ^ 2 * (b - a) := mul_pos (by positivity) (sub_pos.mpr hab)
  have hm := intermediate_value_Ioo hab.le hF
  obtain ⟨x, hx, h0⟩ := hm (show (0 : ℝ) ∈ Set.Ioo _ _ by
    constructor <;> nlinarith [hd])
  beta_reduce at h0
  have hp : x - a ≠ 0 := (sub_pos.mpr hx.1).ne'
  have hq : x - b ≠ 0 := (sub_neg.mpr hx.2).ne
  have key : x - wc - R x = g ^ 2 / (x - a) + g ^ 2 / (x - b) := by
    rw [div_add_div _ _ hp hq, eq_div_iff (mul_ne_zero hp hq)]
    linear_combination -h0
  exact ⟨x, hx, by linear_combination key⟩

/-- Between two neighbouring exciton energies the self-energy does not increase with energy. -/
theorem selfEnergy_antitone {e : Fin (N + 1) → ℝ} (he : StrictMono e) (g : ℝ) (k : Fin N) :
    AntitoneOn (selfEnergy g e) (Set.Ioo (e k.castSucc) (e k.succ)) := by
  intro x hx y hy hxy
  refine Finset.sum_le_sum fun j _ => ?_
  have hpos : 0 < (x - e j) * (y - e j) := by
    rcases gap_side he k j with h | h
    · exact mul_pos (by linarith [hx.1]) (by linarith [hy.1])
    · exact mul_pos_of_neg_of_neg (by linarith [hx.2]) (by linarith [hy.2])
  have hd : g ^ 2 / (x - e j) - g ^ 2 / (y - e j)
      = g ^ 2 * (y - x) / ((x - e j) * (y - e j)) := by
    rw [div_sub_div _ _ (left_ne_zero_of_mul hpos.ne') (right_ne_zero_of_mul hpos.ne')]
    congr 1
    ring
  have := div_nonneg (mul_nonneg (sq_nonneg g) (sub_nonneg.mpr hxy)) hpos.le
  linarith

/-- Each gap between neighbouring excitons holds exactly one polariton energy; it solves the
secular equation, and its photon weight is bounded by the gap width and the coupling. -/
theorem one_polariton_per_gap {e : Fin (N + 1) → ℝ} (he : StrictMono e) (wc : ℝ)
    (hg : g ≠ 0) (k : Fin N) :
    ∃ x ∈ Set.Ioo (e k.castSucc) (e k.succ),
      (∀ y ∈ Set.Ioo (e k.castSucc) (e k.succ), (∃ v, IsPolariton wc g e y v) ↔ y = x) ∧
      x - wc = selfEnergy g e x ∧
      ∀ v, IsPolariton wc g e x v →
        photonWeight v = 1 / (1 + ∑ j, g ^ 2 / (x - e j) ^ 2) ∧
        photonWeight v ≤ (e k.succ - e k.castSucc) ^ 2 /
          ((e k.succ - e k.castSucc) ^ 2 + 8 * g ^ 2) := by
  have hoff : ∀ y ∈ Set.Ioo (e k.castSucc) (e k.succ), ∀ j, y ≠ e j := by
    intro y hy j h
    rcases gap_side he k j with h' | h' <;> linarith [hy.1, hy.2]
  have hab : e k.castSucc < e k.succ := he (Fin.castSucc_lt_iff_succ_le.mpr le_rfl)
  -- the other excitons contribute continuously on the closed gap
  have hR : ContinuousOn (fun y => ∑ j ∈ (univ.erase k.castSucc).erase k.succ,
      g ^ 2 / (y - e j)) (Set.Icc (e k.castSucc) (e k.succ)) := by
    refine continuousOn_finsetSum _ fun j hj => ?_
    refine ContinuousOn.div (by fun_prop) (by fun_prop) fun y hy => sub_ne_zero.mpr fun h => ?_
    simp only [Finset.mem_erase, Finset.mem_univ, and_true] at hj
    rcases gap_side he k j with h' | h'
    · exact hj.2 (he.injective (by linarith [hy.1]))
    · exact hj.1 (he.injective (by linarith [hy.2]))
  obtain ⟨x, hx, hroot⟩ := crossing wc hab hg hR
  have hsec : x - wc = selfEnergy g e x := by
    rw [selfEnergy, sum_split (fun j => g ^ 2 / (x - e j)) k]
    exact hroot
  refine ⟨x, hx, fun y hy => ?_, hsec, fun v hv => ⟨photonWeight_eq hv (hoff x hx), ?_⟩⟩
  · rw [secular_iff (hoff y hy)]
    refine ⟨fun h => ?_, fun h => h ▸ hsec⟩
    rcases le_total x y with hl | hl
    · linarith [selfEnergy_antitone he g k hx hy hl]
    · linarith [selfEnergy_antitone he g k hy hx hl]
  · rw [photonWeight_eq hv (hoff x hx)]
    have hS : g ^ 2 / (x - e k.castSucc) ^ 2 + g ^ 2 / (x - e k.succ) ^ 2
        ≤ ∑ j, g ^ 2 / (x - e j) ^ 2 := by
      rw [sum_split (fun j => g ^ 2 / (x - e j) ^ 2) k]
      have : 0 ≤ ∑ j ∈ (univ.erase k.castSucc).erase k.succ, g ^ 2 / (x - e j) ^ 2 :=
        Finset.sum_nonneg fun j _ => by positivity
      linarith
    have hT : 0 ≤ ∑ j, g ^ 2 / (x - e j) ^ 2 := Finset.sum_nonneg fun j _ => by positivity
    generalize (∑ j, g ^ 2 / (x - e j) ^ 2) = S at hS hT ⊢
    have hp := sub_ne_zero.mpr (hoff x hx k.castSucc)
    have hq := sub_ne_zero.mpr (hoff x hx k.succ)
    obtain ⟨h1, h2⟩ := hx
    generalize e k.castSucc = a at *
    generalize e k.succ = b at *
    -- the two neighbouring excitons already give the bound
    have hpoly : 0 ≤ (b - a) ^ 2 * ((x - b) ^ 2 + (x - a) ^ 2)
        - 8 * ((x - a) ^ 2 * (x - b) ^ 2) := by
      nlinarith [mul_nonneg (sq_nonneg ((x - a) - (b - x))) (sq_nonneg (b - a)),
        mul_nonneg (mul_pos (sub_pos.mpr h1) (sub_pos.mpr h2)).le
          (sq_nonneg ((x - a) - (b - x)))]
    have h8 : 8 * g ^ 2 ≤ (b - a) ^ 2 * (g ^ 2 / (x - a) ^ 2 + g ^ 2 / (x - b) ^ 2) := by
      rw [div_add_div _ _ (pow_ne_zero 2 hp) (pow_ne_zero 2 hq), ← mul_div_assoc,
        le_div_iff₀ (by positivity)]
      nlinarith [mul_nonneg (sq_nonneg g) hpoly]
    rw [div_le_div_iff₀ (by positivity) (by positivity)]
    linarith [mul_le_mul_of_nonneg_left hS (sq_nonneg (b - a))]

/-- For a photon energy midway between two exciton energies that differ by `d > 0`, a polariton at
the photon energy has photon weight exactly `d² / (d² + 8 g²)`. -/
theorem photonWeight_bound_sharp (c g : ℝ) {d : ℝ} (hd : 0 < d) :
    ∃ v, IsPolariton c g ![c - d / 2, c + d / 2] c v ∧
      photonWeight v = d ^ 2 / (d ^ 2 + 8 * g ^ 2) := by
  have hx : ∀ j, c ≠ ![c - d / 2, c + d / 2] j := by
    rw [Fin.forall_fin_two]
    constructor
    · intro h
      have h' : c = c - d / 2 := h
      linarith
    · intro h
      have h' : c = c + d / 2 := h
      linarith
  have h1 : c - (c - d / 2) = d / 2 := by ring
  have h2 : c - (c + d / 2) = -(d / 2) := by ring
  obtain ⟨v, hv⟩ := (secular_iff (wc := c) (g := g) hx).mpr (by
    rw [selfEnergy, Fin.sum_univ_two]
    change c - c = g ^ 2 / (c - (c - d / 2)) + g ^ 2 / (c - (c + d / 2))
    rw [h1, h2, div_neg]
    ring)
  refine ⟨v, hv, ?_⟩
  rw [photonWeight_eq hv hx, Fin.sum_univ_two]
  change 1 / (1 + (g ^ 2 / (c - (c - d / 2)) ^ 2 + g ^ 2 / (c - (c + d / 2)) ^ 2)) = _
  rw [h1, h2, neg_sq, div_eq_div_iff (by positivity) (by positivity)]
  field_simp
  ring

end

end ExcitonPolaritonGaps
```

```lean
#print axioms ExcitonPolaritonGaps.polariton_nondegenerate
-- 'ExcitonPolaritonGaps.polariton_nondegenerate' depends on axioms: [propext, Classical.choice, Quot.sound]
#print axioms ExcitonPolaritonGaps.one_polariton_per_gap
-- 'ExcitonPolaritonGaps.one_polariton_per_gap' depends on axioms: [propext, Classical.choice, Quot.sound]
#print axioms ExcitonPolaritonGaps.photonWeight_bound_sharp
-- 'ExcitonPolaritonGaps.photonWeight_bound_sharp' depends on axioms: [propext, Classical.choice, Quot.sound]
```

## What is proved, and for which Hamiltonian

In `hamiltonian`, the index `none` is the photon and `some j` is exciton \(j\). `IsPolariton` requires a nonzero real eigenvector, not a normalised one; `photonWeight` does the normalising. In `one_polariton_per_gap`, `k.castSucc` and `k.succ` index the gap edges, `StrictMono e` orders the excitons, `hg` requires a nonzero coupling (a condition that the docstring leaves out), and `wc` is arbitrary.

`secular_iff` carries the elimination, `crossing` the sign change of \(F\), and `selfEnergy_antitone` the uniqueness. In the main theorem `hpoly` is the polynomial inequality. `polariton_nondegenerate` shows that the level is simple, and `photonWeight_bound_sharp` gives the equality case.

The theorem does not locate levels below \(e_0\) or above \(e_N\). The model leaves out losses, counter-rotating terms, exciton–exciton coupling and degenerate excitons, and the proof concerns real numbers, not floating-point arithmetic.

The model could also have given each exciton its own coupling \(g_j\). The existence argument would then need \(g_k\) and \(g_{k+1}\) nonzero, and minimising \(g_k^2/p^2+g_{k+1}^2/q^2\) at fixed \(p+q=d\) would replace \(8g^2\) by \((|g_k|^{2/3}+|g_{k+1}|^{2/3})^3\); the file treats only equal couplings.
